# At most n self-consistent frequencies for a non-increasing symmetric n × n response matrix

Let F(w) be a real symmetric n × n matrix for every real frequency w, and suppose that F(w₁) − F(w₂) is positive semidefinite whenever w₁ ≤ w₂. Then the equation

det(F(w) − wI) = 0

has at most n real roots. The bound also holds with degeneracy counted: over any finite set of frequencies, the numbers of independent solutions of F(w)x = wx add up to at most n.

In linear-response TDDFT, w is the excitation energy in the Tamm–Dancoff form, or its square in the symmetric Casida form, and x is the vector of transition amplitudes, which the Casida form combines and rescales. An adiabatic kernel makes F constant, and a kernel with memory makes it depend on w. For a finite real matrix, the result says that memory of this non-increasing kind cannot supply states, such as double excitations, beyond the n, counted with degeneracy, that an adiabatic kernel already gives. If the condition holds only for w ≥ 0, setting F(w) = F(0) for w < 0 restores it on the whole axis and leaves the roots with w ≥ 0 unchanged, so the bound holds for them. This matters in the Tamm–Dancoff form, because a matrix that is even in the frequency and non-increasing on the whole axis is constant.

The condition on F stands for a sign of the slope. Eliminating a state at energy d with coupling g leaves a term g²/(w − d), whose slope −g²/(w − d)² is negative away from the pole. The hypothesis keeps that sign but requires it across the whole real axis, which rules out the upward jump at d. It asks for more than the absence of poles: the 1 × 1 kernel F(w) = w + sin w has no pole, but it increases, and it has infinitely many roots.

## Descending through the frequencies

When F is constant, solutions at different frequencies are orthogonal, and the bound follows. When F varies, the solutions are eigenvectors of different matrices and need not be orthogonal. A sign argument takes the place of orthogonality. Define the excess of x at w as

q(w, x) = xᵀF(w)x − w xᵀx.

For normalised x this is the expectation value of F(w) minus w. It vanishes when x solves the equation at w.

**Lowering the frequency.** Let w₁ < w₂ and x ≠ 0. Then

q(w₁, x) − q(w₂, x) = xᵀ(F(w₁) − F(w₂))x + (w₂ − w₁) xᵀx.

The first term on the right is nonnegative and the second is positive. So if q(w₂, x) ≥ 0, then q(w₁, x) > 0.

**Adding a solution.** Let F(w)k = wk, and let v be any vector. Expanding the quadratic form and using the symmetry of F(w) gives

q(w, v + k) = q(w, v) + 2 vᵀ(F(w) − wI)k + kᵀ(F(w) − wI)k = q(w, v).

**Adding up dimensions.** List the chosen frequencies from the top, a₁ > a₂ > … > aₘ, and let Eⱼ be the solution space at aⱼ. Start with V₀ = {0} and set Vⱼ = Vⱼ₋₁ + Eⱼ. The claim is that every nonzero vector in Vⱼ has positive excess at every frequency below aⱼ.

Suppose this holds for Vⱼ₋₁; for V₀ there is nothing to check. Nonzero vectors of Vⱼ₋₁ then have positive excess at aⱼ, while vectors of Eⱼ have zero excess there. The two spaces meet only in zero, so

dim Vⱼ = dim Vⱼ₋₁ + dim Eⱼ.

Now take a nonzero x = v + k with v in Vⱼ₋₁ and k in Eⱼ. Its excess at aⱼ equals q(aⱼ, v), which is nonnegative, so its excess at any lower frequency is positive. This carries the claim to Vⱼ. At the end, Vₘ has dimension equal to the total number of independent solutions, and as a subspace of ℝⁿ it has dimension at most n.

**Counting roots.** The determinant vanishes at w exactly when F(w)x = wx has a nonzero solution, so each root contributes at least one dimension. No finite set of roots can therefore have more than n members. An infinite set of roots would contain n + 1 of them, so the set is finite as well.

For n = 1 all this reduces to a graph. The function F(w) − w is strictly decreasing and equals zero at most once. It may never equal zero, because F is allowed to jump: F(w) = 1 for w ≤ 0 and F(w) = −1 for w > 0 gives no root.

A calculation can use the same monotonicity. Diagonalise F(w) on a grid of frequencies and sort the eigenvalues λ₁(w) ≤ … ≤ λₙ(w). Each sorted eigenvalue is non-increasing in w, so λᵢ(w) − w is strictly decreasing, and bisection on a sign change is safe when F is continuous. This branch-by-branch picture is a companion to the Lean proof, which works with subspaces instead.

## The kernel and its solutions in Lean

The amplitudes are indexed by a finite type `n`, and its number of elements, `Fintype.card n`, is the matrix dimension.

```lean
import Mathlib

open Matrix Module

namespace PoleFreeMemoryKernel

variable {n : Type*} [Fintype n]
```

The hypothesis on F has two parts: symmetry at each frequency, and a positive semidefinite difference for each ordered pair. The name `PoleFreeMemory` is only a label for these two conditions, which are stronger than the absence of poles, and the theorem names built on it are to be read in the same sense. Neither continuity nor differentiability is required. Frequencies and matrix entries are real, so damped kernels with complex values are not covered.

```lean
/-- A frequency-dependent response matrix that is real symmetric at every real frequency
and does not increase, in the sense of quadratic forms, as the frequency grows. -/
def PoleFreeMemory (F : ℝ → Matrix n n ℝ) : Prop :=
  (∀ w, (F w).IsSymm) ∧ ∀ w₁ w₂, w₁ ≤ w₂ → (F w₁ - F w₂).PosSemidef
```

The solutions at a given w form a subspace, and its dimension is the degeneracy. At a frequency that is not a root, the subspace is zero. The code checks closure under addition and scaling.

```lean
/-- The space of amplitudes `x` solving the self-consistent equation `F(w) x = w x`. -/
def excitationSpace (F : ℝ → Matrix n n ℝ) (w : ℝ) : Submodule ℝ (n → ℝ) where
  carrier := {x | F w *ᵥ x = w • x}
  zero_mem' := by simp
  add_mem' := by
    intro x y hx hy
    simp only [Set.mem_ofPred_eq] at hx hy ⊢
    rw [Matrix.mulVec_add, hx, hy, smul_add]
  smul_mem' := by
    intro c x hx
    simp only [Set.mem_ofPred_eq] at hx ⊢
    rw [Matrix.mulVec_smul, hx, smul_comm]
```

The excess is written for an unnormalised vector, which is why w multiplies `x ⬝ᵥ x`.

```lean
/-- The quadratic form of `F(w) - w I` at the amplitude `x`. -/
def excess (F : ℝ → Matrix n n ℝ) (w : ℝ) (x : n → ℝ) : ℝ :=
  x ⬝ᵥ (F w *ᵥ x) - w * (x ⬝ᵥ x)
```

## Two properties of the excess

The first lemma lowers the frequency, and it needs F to satisfy `PoleFreeMemory`. In its proof, `h1` is the nonnegative contribution of F(w₁) − F(w₂), and `h4` is the strictly positive term (w₂ − w₁) xᵀx. The closing `nlinarith` combines them with the assumption at w₂.

```lean
/-- If a nonzero amplitude has nonnegative excess at one frequency, its excess is strictly
positive at every lower frequency. -/
theorem excess_pos_of_lt {F : ℝ → Matrix n n ℝ} (hF : PoleFreeMemory F) {w₁ w₂ : ℝ}
    (hw : w₁ < w₂) {x : n → ℝ} (hx : x ≠ 0) (h : 0 ≤ excess F w₂ x) :
    0 < excess F w₁ x := by
  have h1 := (hF.2 w₁ w₂ hw.le).dotProduct_mulVec_nonneg x
  rw [star_trivial, Matrix.sub_mulVec, dotProduct_sub] at h1
  have h2 : 0 ≤ x ⬝ᵥ x := Finset.sum_nonneg fun i _ => mul_self_nonneg (x i)
  have h3 : 0 < x ⬝ᵥ x :=
    lt_of_le_of_ne h2 fun h0 => hx (dotProduct_self_eq_zero.1 h0.symm)
  have h4 := mul_pos (sub_pos.2 hw) h3
  unfold excess at h ⊢
  nlinarith
```

The second lemma adds a solution k to an arbitrary v. The intermediate statement `h` says kᵀF(w)v = w kᵀv, and this is where symmetry enters. After expansion, the cross terms cancel by `linear_combination h`.

```lean
/-- Adding a solution at frequency `w` to any amplitude leaves the excess at `w` unchanged. -/
theorem excess_add_solution {F : ℝ → Matrix n n ℝ} {w : ℝ} (hs : (F w).IsSymm)
    (v : n → ℝ) {k : n → ℝ} (hk : k ∈ excitationSpace F w) :
    excess F w (v + k) = excess F w v := by
  have hk' : F w *ᵥ k = w • k := hk
  -- symmetry moves the matrix onto the solution
  have h : k ⬝ᵥ (F w *ᵥ v) = w * (k ⬝ᵥ v) := by
    rw [Matrix.dotProduct_mulVec, ← Matrix.mulVec_transpose, hs.eq, hk',
      smul_dotProduct, smul_eq_mul]
  unfold excess
  rw [Matrix.mulVec_add, hk']
  simp only [add_dotProduct, dotProduct_add, dotProduct_smul, smul_eq_mul]
  linear_combination h
```

## A subspace as large as the solution count

The next theorem is the descent through the frequencies, again for an F that satisfies `PoleFreeMemory`. The induction principle `Finset.induction_on_min` inserts a new element `a` that lies below all those already present, which matches the order used by hand. The space `V` plays the part of Vⱼ₋₁, and `hdis` states that it meets the solution space at `a` only in zero. The dimension formula for a sum of subspaces then gives the new total. The last block splits a vector into v + k, removes k with the second lemma, and passes to lower frequencies with the first.

```lean
/-- For any finite set of frequencies there is a space of amplitudes whose dimension is the total
number of independent solutions at them, and whose nonzero members have positive excess at every
frequency lower than all of them. -/
theorem exists_positive_space {F : ℝ → Matrix n n ℝ} (hF : PoleFreeMemory F)
    (S : Finset ℝ) :
    ∃ V : Submodule ℝ (n → ℝ),
      finrank ℝ V = ∑ w ∈ S, finrank ℝ (excitationSpace F w) ∧
      ∀ w₀, (∀ w ∈ S, w₀ < w) → ∀ x ∈ V, x ≠ 0 → 0 < excess F w₀ x := by
  induction S using Finset.induction_on_min with
  | empty =>
    refine ⟨⊥, by simp, ?_⟩
    intro w₀ _ x hx hx0
    exact absurd ((Submodule.mem_bot ℝ).1 hx) hx0
  | insert a s ha ih =>
    obtain ⟨V, hV, hpos⟩ := ih
    have hVa := hpos a ha
    -- solutions at `a` have zero excess, so they meet `V` only in zero
    have hdis : V ⊓ excitationSpace F a = ⊥ := by
      rw [Submodule.eq_bot_iff]
      intro x hx
      by_contra hx0
      have h1 := hVa x hx.1 hx0
      have h2 : F a *ᵥ x = a • x := hx.2
      unfold excess at h1
      rw [h2, dotProduct_smul, smul_eq_mul, sub_self] at h1
      exact lt_irrefl _ h1
    refine ⟨V ⊔ excitationSpace F a, ?_, ?_⟩
    · have hd := Submodule.finrank_sup_add_finrank_inf_eq V (excitationSpace F a)
      rw [hdis, finrank_bot, add_zero] at hd
      have hna : a ∉ s := fun h => lt_irrefl a (ha a h)
      rw [hd, Finset.sum_insert hna, hV, add_comm]
    · intro w₀ hw₀ x hx hx0
      refine excess_pos_of_lt hF (hw₀ a (Finset.mem_insert_self a s)) hx0 ?_
      obtain ⟨v, hv, k, hk, rfl⟩ := Submodule.mem_sup.1 hx
      rw [excess_add_solution (hF.1 a) v hk]
      by_cases hv0 : v = 0
      · simp [hv0, excess]
      · exact (hVa v hv hv0).le
```

Comparing the dimension of this subspace with that of the full amplitude space gives the bound with degeneracy, under the same hypothesis on F.

```lean
/-- Counted with degeneracy, the solutions of `F(w) x = w x` at any finite set of frequencies
number at most the dimension of the matrix. -/
theorem sum_degeneracy_le {F : ℝ → Matrix n n ℝ} (hF : PoleFreeMemory F) (S : Finset ℝ) :
    ∑ w ∈ S, finrank ℝ (excitationSpace F w) ≤ Fintype.card n := by
  obtain ⟨V, hV, _⟩ := exists_positive_space hF S
  rw [← hV]
  exact (Submodule.finrank_le V).trans_eq (Module.finrank_fintype_fun_eq_card ℝ)
```

## From degeneracies to roots of the determinant

The root count is stated as two facts: the set of real roots is finite, and its cardinality `ncard` is at most the matrix dimension. Here each root is counted once, whatever its degeneracy. The auxiliary statement `key` bounds every finite set of roots, using a nonzero null vector of F(w) − wI at each one. Finiteness follows by extracting n + 1 roots from a supposedly infinite set, and `key` is then applied to the full set.

```lean
/-- If `F` satisfies `PoleFreeMemory`, then `det (F(w) - w I) = 0` has finitely many real roots, and
at most as many as the dimension of the matrix. -/
theorem pole_free_memory_adds_no_states [DecidableEq n] {F : ℝ → Matrix n n ℝ}
    (hF : PoleFreeMemory F) :
    {w : ℝ | (F w - w • (1 : Matrix n n ℝ)).det = 0}.Finite ∧
      {w : ℝ | (F w - w • (1 : Matrix n n ℝ)).det = 0}.ncard ≤ Fintype.card n := by
  -- a finite set of roots has at most as many members as the matrix dimension
  have key : ∀ S : Finset ℝ,
      (∀ w ∈ S, (F w - w • (1 : Matrix n n ℝ)).det = 0) → S.card ≤ Fintype.card n := by
    intro S hS
    refine le_trans ?_ (sum_degeneracy_le hF S)
    rw [Finset.card_eq_sum_ones]
    refine Finset.sum_le_sum fun w hw => ?_
    obtain ⟨v, hv0, hv⟩ := Matrix.exists_mulVec_eq_zero_iff.2 (hS w hw)
    rw [Matrix.sub_mulVec, Matrix.smul_mulVec, Matrix.one_mulVec, sub_eq_zero] at hv
    exact Submodule.one_le_finrank_iff.2 ((Submodule.ne_bot_iff _).2 ⟨v, hv, hv0⟩)
  have hfin : {w : ℝ | (F w - w • (1 : Matrix n n ℝ)).det = 0}.Finite := by
    by_contra hinf
    obtain ⟨t, ht, hc⟩ := Set.Infinite.exists_subset_card_eq hinf (Fintype.card n + 1)
    have := key t fun w hw => ht hw
    omega
  refine ⟨hfin, ?_⟩
  rw [Set.ncard_eq_toFinset_card _ hfin]
  exact key _ fun w hw => hfin.mem_toFinset.1 hw
```

## Linear memory and a case of equality

A kernel linearised in frequency has the form F(w) = A − wB. If A is symmetric and B is positive semidefinite, then

F(w₁) − F(w₂) = (w₂ − w₁)B

is positive semidefinite for w₁ ≤ w₂, and the hypothesis holds. The self-consistent equation becomes the generalised eigenvalue problem Ax = w(I + B)x, which a standard symmetric-definite solver handles in one diagonalisation. The Lean proof checks symmetry and then the displayed difference.

```lean
omit [Fintype n] in
/-- The linear kernel `A - w B`, with `A` symmetric and `B` positive semidefinite, satisfies
`PoleFreeMemory`. -/
theorem linear_memory_witness {A B : Matrix n n ℝ} (hA : A.IsSymm) (hB : B.PosSemidef) :
    PoleFreeMemory fun w => A - w • B := by
  refine ⟨fun w => ?_, fun w₁ w₂ hw => ?_⟩
  · have hB' : B.IsSymm := by
      have h := hB.isHermitian.eq
      rwa [Matrix.conjTranspose_eq_transpose_of_trivial] at h
    exact hA.sub (hB'.smul w)
  · have h : A - w₁ • B - (A - w₂ • B) = (w₂ - w₁) • B := by module
    simp only [h]
    exact hB.smul (sub_nonneg.2 hw)
```

The bound n can be reached. Take A diagonal with distinct levels dᵢ, and B = bI with b ≥ 0. The matrix F(w) − wI is diagonal with entries dᵢ − (1 + b)w, so the roots are

w = dᵢ/(1 + b).

They are distinct because the dᵢ are. Memory with b > 0 rescales the levels and leaves their number unchanged, and b = 0 is the adiabatic limit. In the code, `hset` identifies the root set with these values, and `hinj` shows that no two coincide.

```lean
/-- The bound is attained: distinct levels `d i` with the memory term `-b w`, `b ≥ 0`, on each
have exactly as many real roots as the dimension of the matrix. -/
theorem bound_attained [DecidableEq n] {d : n → ℝ} (hd : Function.Injective d) {b : ℝ}
    (hb : 0 ≤ b) :
    {w : ℝ | (diagonal d - w • (b • (1 : Matrix n n ℝ)) - w • (1 : Matrix n n ℝ)).det
      = 0}.ncard = Fintype.card n := by
  have hb1 : 1 + b ≠ 0 := by positivity
  have hset : {w : ℝ | (diagonal d - w • (b • (1 : Matrix n n ℝ))
      - w • (1 : Matrix n n ℝ)).det = 0} = (fun i => d i / (1 + b)) '' Set.univ := by
    ext w
    have hm : diagonal d - w • (b • (1 : Matrix n n ℝ)) - w • (1 : Matrix n n ℝ)
        = diagonal fun i => d i - w * (1 + b) := by
      ext i j
      by_cases hij : i = j
      · subst hij
        simp
        ring
      · simp [hij]
    simp only [Set.mem_ofPred_eq, hm, Matrix.det_diagonal, Finset.prod_eq_zero_iff,
      Finset.mem_univ, true_and, Set.mem_image, Set.mem_univ, div_eq_iff hb1, sub_eq_zero]
  have hinj : Function.Injective fun i => d i / (1 + b) := fun i j hij =>
    hd ((div_left_inj' hb1).1 hij)
  rw [hset, Set.ncard_image_of_injective _ hinj, Set.ncard_univ, Nat.card_eq_fintype_card]
```

## One level and one pole give two states

Now let a single level e have a kernel with a pole at d and coupling g ≠ 0:

e + g²/(w − d) = w.

For w ≠ d, multiplying through gives (w − e)(w − d) = g², with solutions

w = (e + d ± s)/2, where s = √((e − d)² + 4g²) > 0.

Neither solution equals d, since that would force g = 0. The 1 × 1 problem therefore has two states, whose energies are the eigenvalues of the 2 × 2 matrix with diagonal entries e and d and off-diagonal entry g. The pole has kept the eliminated state. The general bound does not apply, because F(w) = e + g²/(w − d) is less than e for w < d and greater than e for w > d, so it increases across the pole.

The theorem states the count with w ≠ d as an explicit condition, since Lean assigns the value zero to division by zero. Its proof introduces `s` through its square, shows that the solution set is the pair above by factorising the quadratic, and uses s > 0 to separate the two members.

```lean
/-- A single level `e` whose kernel has a pole at `d` with coupling `g ≠ 0` has exactly two
self-consistent frequencies away from the pole. -/
theorem pole_adds_a_state (e d : ℝ) {g : ℝ} (hg : g ≠ 0) :
    {w : ℝ | w ≠ d ∧ e + g ^ 2 / (w - d) = w}.ncard = 2 := by
  obtain ⟨s, hs0, hs⟩ : ∃ s : ℝ, 0 < s ∧ s ^ 2 = (e - d) ^ 2 + 4 * g ^ 2 :=
    ⟨√((e - d) ^ 2 + 4 * g ^ 2), Real.sqrt_pos.2 (by positivity),
      Real.sq_sqrt (by positivity)⟩
  have hset : {w : ℝ | w ≠ d ∧ e + g ^ 2 / (w - d) = w}
      = {(e + d + s) / 2, (e + d - s) / 2} := by
    ext w
    simp only [Set.mem_ofPred_eq, Set.mem_insert_iff, Set.mem_singleton_iff]
    constructor
    · rintro ⟨hw, h⟩
      have h1 : g ^ 2 / (w - d) = w - e := by linarith
      rw [div_eq_iff (sub_ne_zero.2 hw)] at h1
      have h2 : (w - (e + d + s) / 2) * (w - (e + d - s) / 2) = 0 := by
        linear_combination -h1 - hs / 4
      exact (mul_eq_zero.1 h2).imp sub_eq_zero.1 sub_eq_zero.1
    · intro h
      have h2 : (w - (e + d + s) / 2) * (w - (e + d - s) / 2) = 0 :=
        mul_eq_zero.2 (h.imp sub_eq_zero.2 sub_eq_zero.2)
      have h1 : g ^ 2 = (w - e) * (w - d) := by linear_combination -h2 - hs / 4
      have hw : w ≠ d := by
        intro hwd
        rw [hwd, sub_self, mul_zero] at h1
        exact pow_ne_zero 2 hg h1
      refine ⟨hw, ?_⟩
      rw [(div_eq_iff (sub_ne_zero.2 hw)).2 h1]
      ring
  rw [hset]
  exact Set.ncard_pair (by intro h; linarith)

end PoleFreeMemoryKernel
```

```lean
#print axioms PoleFreeMemoryKernel.pole_free_memory_adds_no_states
#print axioms PoleFreeMemoryKernel.bound_attained
#print axioms PoleFreeMemoryKernel.pole_adds_a_state
```

```
'PoleFreeMemoryKernel.pole_free_memory_adds_no_states' depends on axioms: [propext, Classical.choice, Quot.sound]
'PoleFreeMemoryKernel.bound_attained' depends on axioms: [propext, Classical.choice, Quot.sound]
'PoleFreeMemoryKernel.pole_adds_a_state' depends on axioms: [propext, Classical.choice, Quot.sound]
```
